# A periodic gauge with p continuous derivatives gives Wannier amplitudes that fall off at least as 1/|R|^p

Let u be a 2π-periodic, p times continuously differentiable function of the crystal momentum k, and let the norm of its p-th derivative be at most M on the Brillouin zone [0, 2π]. Then its Wannier amplitude

w(R) = (1/2π) ∫₀^{2π} exp(ikR) u(k) dk

satisfies, for every nonzero integer R,

‖w(R)‖ ≤ M / |R|^p.

For one band of independent electrons in a one-dimensional crystal, this turns the smoothness of the Bloch gauge into an explicit bound on the tail of the Wannier function. The smooth periodic gauge is assumed, not constructed from a Hamiltonian, and exponential decay is not addressed.

## The Bloch amplitude and its zone average

The lattice constant is 1, so R counts unit cells. In a tight-binding model, u(k) is the vector of orbital coefficients in the convention where the phase exp(ikR) between cells is written separately. Then w(R) is the part of the home-cell Wannier function that sits in cell R. In a continuum model, the same reading holds if u(k) is the full Bloch function restricted to the home cell.

The values of u lie in a complex normed space `E`. A single complex amplitude is the case `E` = ℂ, and several orbitals give ℂⁿ. Nothing requires u(k) to be normalised or to be an eigenvector.

```lean
import Mathlib

open scoped Real ContDiff
open Complex (I exp)

namespace WannierDecay

variable {E : Type*} [NormedAddCommGroup E] [NormedSpace ℂ E]
```

The definition `wannier u R` is the average above, with the lattice site `R` an integer and the sign of the phase fixed as exp(+ikR).

```lean
/-- The Wannier amplitude at lattice site `R`: the average of `exp(ikR) u(k)` over the
Brillouin zone `[0, 2π]`. -/
noncomputable def wannier (u : ℝ → E) (R : ℤ) : E :=
  (((2 * π)⁻¹ : ℝ) : ℂ) • ∫ k in (0 : ℝ)..2 * π, exp (I * k * R) • u k
```

Besides being one at both ends of the zone for integer R, the phase has two properties that the derivation uses. Its modulus is one, and its derivative is

d/dk exp(ikR) = iR exp(ikR).

The second property is `hasDerivAt_phase`, an application of the chain rule.

```lean
/-- The lattice phase `exp(ikR)` has `k`-derivative `iR exp(ikR)`. -/
theorem hasDerivAt_phase (R : ℤ) (k : ℝ) :
    HasDerivAt (fun x : ℝ => exp (I * x * R)) (I * R * exp (I * k * R)) k := by
  have h : HasDerivAt (fun x : ℝ => (x : ℂ)) 1 k := by
    simpa using (hasDerivAt_id k).ofReal_comp
  exact ((h.const_mul I).mul_const (R : ℂ)).cexp.congr_deriv (by ring)
```

## The bound M on the p-th derivative

M limits the size of the p-th derivative; for p = 1 it limits how fast u varies with k. If u is p times continuously differentiable, some finite M always exists, because a continuous function is bounded on the closed zone. The hypothesis therefore gives the constant a name. Without a value for M, the rate 1/|R|^p survives but its prefactor is unknown.

By hand, the bound enters through an estimate for any continuous v with ‖v(k)‖ ≤ M on the zone. Write w[v](R) for the Wannier amplitude of v. Since the phase has modulus one,

‖w[v](R)‖ ≤ (1/2π) ∫₀^{2π} ‖v(k)‖ dk ≤ (1/2π) · 2π M = M.

The lemma `norm_wannier_le` follows the same line: it bounds the integral by M times the length of the zone, then cancels that length against the prefactor. The main theorem applies it with v equal to the p-th derivative of u.

```lean
/-- A Wannier amplitude is no larger than a bound on the Bloch amplitude over the zone. -/
theorem norm_wannier_le {v : ℝ → E} {M : ℝ} (R : ℤ)
    (hv : ∀ k ∈ Set.Icc 0 (2 * π), ‖v k‖ ≤ M) : ‖wannier v R‖ ≤ M := by
  have h : ‖∫ k in (0 : ℝ)..2 * π, exp (I * k * R) • v k‖ ≤ M * |2 * π - 0| := by
    apply intervalIntegral.norm_integral_le_of_norm_le_const
    intro k hk
    rw [Set.uIoc_of_le Real.two_pi_pos.le] at hk
    -- the lattice phase has modulus one
    have e : I * (k : ℂ) * (R : ℂ) = ((k * R : ℝ) : ℂ) * I := by
      push_cast
      ring
    rw [norm_smul, e, Complex.norm_exp_ofReal_mul_I, one_mul]
    exact hv k ⟨hk.1.le, hk.2⟩
  unfold wannier
  rw [norm_smul, Complex.norm_real, Real.norm_of_nonneg (by positivity)]
  calc (2 * π)⁻¹ * ‖∫ k in (0 : ℝ)..2 * π, exp (I * k * R) • v k‖
      ≤ (2 * π)⁻¹ * (M * |2 * π - 0|) := by gcongr
    _ = M := by
      rw [sub_zero, abs_of_pos Real.two_pi_pos]
      field_simp
```

## Continuous derivatives and integer sites

`ContDiff ℝ p u` says that u has p continuous derivatives on the whole real line, so the gauge has no jumps or kinks up to that order. By hand, this permits p integrations by parts. For a single one, start from the product rule:

d/dk [exp(ikR) u(k)] = exp(ikR) u′(k) + iR exp(ikR) u(k).

Integrate from 0 to 2π and divide by 2π. Because R is an integer, exp(2πiR) = 1, so the phase is one at both ends and

(u(2π) − u(0)) / 2π = w[u′](R) + iR w[u](R).

Rearranged, this is

w[u′](R) = (u(2π) − u(0)) / 2π − iR w[u](R).

The theorem `wannier_deriv_boundary` states this identity for a continuously differentiable u, with no periodicity assumed. In its proof, `hprod` is the product rule, `h` is the fundamental theorem of calculus, and `e1` and `e0` evaluate the phase at the two ends. From here on `E` is also assumed complete, which holds automatically for ℂ and ℂⁿ.

```lean
variable [CompleteSpace E]

/-- Integration by parts over the zone for a continuously differentiable `u`: the mismatch
`u(2π) - u(0)` enters as a boundary term. -/
theorem wannier_deriv_boundary {u : ℝ → E} (hu : ContDiff ℝ 1 u) (R : ℤ) :
    wannier (deriv u) R =
      (((2 * π)⁻¹ : ℝ) : ℂ) • (u (2 * π) - u 0) - (I * R) • wannier u R := by
  have hc : Continuous u := hu.continuous
  have hc' : Continuous (deriv u) := hu.continuous_deriv le_rfl
  have hprod : ∀ k : ℝ, HasDerivAt (fun x : ℝ => exp (I * x * R) • u x)
      (exp (I * k * R) • deriv u k + (I * R) • exp (I * k * R) • u k) k := fun k =>
    ((hasDerivAt_phase R k).smul (hu.differentiable (by norm_num) k).hasDerivAt).congr_deriv
      (by simp only [mul_smul])
  have hA : Continuous (fun k : ℝ => exp (I * k * R) • deriv u k) := by fun_prop
  have hB : Continuous (fun k : ℝ => (I * R) • exp (I * k * R) • u k) := by fun_prop
  -- the fundamental theorem of calculus on the zone
  have h : ∫ k in (0 : ℝ)..2 * π,
      (exp (I * k * R) • deriv u k + (I * R) • exp (I * k * R) • u k) =
      exp (I * (2 * π : ℝ) * R) • u (2 * π) - exp (I * (0 : ℝ) * R) • u 0 :=
    intervalIntegral.integral_eq_sub_of_hasDerivAt (fun k _ => hprod k)
      ((hA.add hB).intervalIntegrable 0 (2 * π))
  -- the lattice phase is one at both ends
  have e1 : exp (I * (2 * π : ℝ) * R) = 1 := by
    rw [← Complex.exp_int_mul_two_pi_mul_I R]
    congr 1
    push_cast
    ring
  have e0 : exp (I * (0 : ℝ) * R) = 1 := by simp
  rw [intervalIntegral.integral_add (hA.intervalIntegrable _ _) (hB.intervalIntegrable _ _),
    intervalIntegral.integral_smul, e1, e0, one_smul, one_smul] at h
  unfold wannier
  rw [eq_sub_of_add_eq h]
  module
```

A kink shows what happens when differentiability fails. Take u(k) = |k − π| on [0, 2π], continued periodically. This u is not normalised, so it is a mathematical illustration and not a physical one-orbital Bloch amplitude. Away from the kinks its third derivative is zero, which would suggest M = 0 for p = 3. Direct integration, done here by hand and not in the Lean code, gives w(R) = 2/(πR²) for odd R, so the tail does not vanish.

## Periodicity across the zone boundary

k and k + 2π label the same crystal momentum, and `Function.Periodic u (2 * π)` says that the gauge respects this identification: u(k + 2π) = u(k) for every k. In the derivation by hand, periodicity gives u(2π) = u(0), which removes the boundary term:

w[u′](R) = −iR w[u](R).

The derivative of a periodic function is again periodic, so the step can be repeated. Writing u⁽ᵖ⁾ for the p-th derivative, p steps give

w[u⁽ᵖ⁾](R) = (−iR)^p w[u](R).

The theorem `wannier_iteratedDeriv` proves this by induction on `p`. The case p = 0 is immediate. For p + 1 derivatives, the proof regards u⁽ᵖ⁺¹⁾ as the p-th derivative of u′ and applies the induction hypothesis to u′, whose periodicity is `hper'`. One use of the boundary identity, with `hend` cancelling its first term, supplies the remaining factor −iR.

```lean
/-- For a `2π`-periodic, `p` times continuously differentiable `u`, taking `p` derivatives
in `k` multiplies the Wannier amplitude by `(-iR)^p`. -/
theorem wannier_iteratedDeriv (p : ℕ) {u : ℝ → E} (hu : ContDiff ℝ p u)
    (hper : Function.Periodic u (2 * π)) (R : ℤ) :
    wannier (iteratedDeriv p u) R = (-(I * R)) ^ p • wannier u R := by
  induction p generalizing u with
  | zero => simp
  | succ p ih =>
    have h1 : ContDiff ℝ ((p : WithTop ℕ∞) + 1) u := by exact_mod_cast hu
    have h2 : ContDiff ℝ 1 u :=
      hu.of_le (by exact_mod_cast (Nat.le_add_left 1 p : 1 ≤ p + 1))
    have hper' : Function.Periodic (deriv u) (2 * π) := by
      intro k
      rw [← deriv_comp_add_const,
        show (fun x => u (x + 2 * π)) = u from funext fun x => hper x]
    -- periodicity removes the boundary term
    have hend : u (2 * π) = u 0 := by simpa using hper 0
    rw [iteratedDeriv_succ', ih (contDiff_succ_iff_deriv.1 h1).2.2 hper',
      wannier_deriv_boundary h2, hend, sub_self, smul_zero, zero_sub, ← neg_smul,
      smul_smul, pow_succ]
```

Without periodicity, a boundary term can survive and dominate at large |R|. The sign-changing gauge at the end of this note is an explicit case.

## A site away from the origin

The condition R ≠ 0 restricts the bound to cells other than the home cell. By hand, it is used only in the last step. Taking norms in the previous identity and applying the estimate by M gives

|R|^p ‖w(R)‖ = ‖w[u⁽ᵖ⁾](R)‖ ≤ M,

and division by |R|^p, which is positive, finishes the derivation.

In `wannier_decay`, `hu` is the differentiability, `hper` the periodicity, `hM` the bound on the zone and `hR` the condition R ≠ 0. The proof begins with the estimate for the p-th derivative, rewrites its left side by `wannier_iteratedDeriv`, and divides, using `hR'` for positivity.

```lean
/-- If `u` is `2π`-periodic and `p` times continuously differentiable, with `p`-th derivative
bounded by `M` on the zone, then `‖w(R)‖ ≤ M / |R|^p` at every site `R ≠ 0`. -/
theorem wannier_decay {p : ℕ} {u : ℝ → E} {M : ℝ} (hu : ContDiff ℝ p u)
    (hper : Function.Periodic u (2 * π))
    (hM : ∀ k ∈ Set.Icc 0 (2 * π), ‖iteratedDeriv p u k‖ ≤ M) {R : ℤ} (hR : R ≠ 0) :
    ‖wannier u R‖ ≤ M / |(R : ℝ)| ^ p := by
  have hR' : 0 < |(R : ℝ)| := abs_pos.2 (by exact_mod_cast hR)
  have h := norm_wannier_le R hM
  rw [wannier_iteratedDeriv p hu hper, norm_smul, norm_pow, norm_neg, norm_mul,
    Complex.norm_I, one_mul, Complex.norm_intCast] at h
  rw [le_div_iff₀ (pow_pos hR' p), mul_comm]
  exact h
```

At R = 0, the amplitude is the plain average of u, which derivatives do not control: a nonzero constant u = c has vanishing derivatives of every order p ≥ 1, yet w(0) = c.

## Infinitely many derivatives

If the gauge is infinitely differentiable as well as periodic, p is free. For each p there is a constant C, independent of R, with

‖w(R)‖ ≤ C / |R|^p for all R ≠ 0.

The tail thus falls faster than any inverse power of distance, though C may grow with p. The proof of `wannier_decay_smooth` obtains C as a bound for the continuous p-th derivative on the compact zone, then applies the main theorem. With only finitely many derivatives, the main theorem supplies the bound only up to that order.

```lean
/-- For an infinitely differentiable `2π`-periodic `u`, the Wannier amplitudes decay at least
as fast as every inverse power of the distance `|R|`. -/
theorem wannier_decay_smooth {u : ℝ → E} (hu : ContDiff ℝ ∞ u)
    (hper : Function.Periodic u (2 * π)) (p : ℕ) :
    ∃ C : ℝ, ∀ R : ℤ, R ≠ 0 → ‖wannier u R‖ ≤ C / |(R : ℝ)| ^ p := by
  have hp : ContDiff ℝ p u := contDiff_infty.1 hu p
  -- a continuous derivative is bounded on the compact zone
  obtain ⟨C, hC⟩ := (isCompact_Icc (a := (0 : ℝ)) (b := 2 * π)).exists_bound_of_continuousOn
    (hp.continuous_iteratedDeriv p le_rfl).continuousOn
  exact ⟨C, fun R hR => wannier_decay hp hper hC hR⟩
```

## A plane wave attains the bound

No constant smaller than M works for all admissible u. Fix R ≠ 0 and take u(k) = exp(−ikR), a gauge that places the whole Wannier function in cell R. Then

u⁽ᵖ⁾(k) = (−iR)^p exp(−ikR), so ‖u⁽ᵖ⁾(k)‖ = |R|^p,

w(R) = (1/2π) ∫₀^{2π} exp(ikR) exp(−ikR) dk = 1.

With M = |R|^p, the bound reads 1 ≤ 1. The function that attains it changes with R, so this does not give one gauge that saturates the bound at every site.

In `wannier_decay_sharp`, the first part finds the derivatives by induction and takes their modulus. The second part cancels the two phases and averages the constant one.

```lean
/-- The plane wave `exp(-ikR)` has `p`-th derivative of constant modulus `|R|^p`, and its Wannier
amplitude at site `R` is one. -/
theorem wannier_decay_sharp (p : ℕ) (R : ℤ) :
    (∀ k : ℝ, ‖iteratedDeriv p (fun x : ℝ => exp (I * x * (-R : ℤ))) k‖ = |(R : ℝ)| ^ p) ∧
      wannier (fun x : ℝ => exp (I * x * (-R : ℤ))) R = 1 := by
  constructor
  · have hd : ∀ q : ℕ, iteratedDeriv q (fun x : ℝ => exp (I * x * (-R : ℤ))) =
        fun k : ℝ => (I * (-R : ℤ)) ^ q * exp (I * k * (-R : ℤ)) := by
      intro q
      induction q with
      | zero => simp
      | succ q ih =>
        rw [iteratedDeriv_succ, ih]
        funext k
        exact ((hasDerivAt_phase (-R) k).const_mul _).deriv.trans (by ring)
    intro k
    have e : I * (k : ℂ) * ((-R : ℤ) : ℂ) = ((-(k * R) : ℝ) : ℂ) * I := by
      push_cast
      ring
    rw [hd p]
    show ‖(I * ((-R : ℤ) : ℂ)) ^ p * exp (I * (k : ℂ) * ((-R : ℤ) : ℂ))‖ = |(R : ℝ)| ^ p
    rw [e, norm_mul, Complex.norm_exp_ofReal_mul_I, mul_one, norm_pow, norm_mul,
      Complex.norm_I, one_mul, Complex.norm_intCast, Int.cast_neg, abs_neg]
  · -- the two phases cancel, so the average is that of the constant one
    have h : ∀ k : ℝ, exp (I * k * R) • exp (I * k * (-R : ℤ)) = 1 := by
      intro k
      rw [smul_eq_mul, ← Complex.exp_add,
        show I * (k : ℂ) * R + I * k * ((-R : ℤ) : ℂ) = 0 by push_cast; ring,
        Complex.exp_zero]
    unfold wannier
    simp only [h]
    rw [intervalIntegral.integral_const, sub_zero, Complex.real_smul, smul_eq_mul, mul_one,
      ← Complex.ofReal_mul, inv_mul_cancel₀ Real.two_pi_pos.ne', Complex.ofReal_one]
```

## A sign-changing gauge has a 1/|R| tail

The gauge u(k) = exp(ik/2) is infinitely differentiable and has modulus one, but u(2π) = −u(0). Only periodicity fails. Its amplitudes follow from one integral:

w(R) = (1/2π) ∫₀^{2π} exp(i(R + 1/2)k) dk
= (1/2π) · (exp(2πi(R + 1/2)) − 1) / (i(R + 1/2))
= (1/2π) · (−2) / (i(R + 1/2))
= i / (π(R + 1/2)).

The modulus falls only as 1/|R|, however many derivatives u has. The bound already fails at p = 1: the first derivative has modulus 1/2, so M = 1/2 would require |w(−1)| ≤ 1/2, whereas |w(−1)| = 2/π.

The proof of `wannier_half_twist` takes the same steps. `hs` shows that R + 1/2 is never zero for integer R, `hint` combines the two exponentials, `e1` finds the sign −1 at the far end of the zone, and `key` simplifies the resulting fraction.

```lean
/-- The gauge `exp(ik/2)`, which changes sign from `k = 0` to `k = 2π`, has Wannier amplitudes
`i / (π (R + 1/2))`. -/
theorem wannier_half_twist (R : ℤ) :
    wannier (fun k : ℝ => exp (I * k / 2)) R = I / (π * (R + 1 / 2)) := by
  have hs : (R : ℂ) + 1 / 2 ≠ 0 := by
    intro h
    have h2 : (2 * R + 1 : ℂ) = 0 := by linear_combination 2 * h
    have h3 : 2 * R + 1 = 0 := by exact_mod_cast h2
    omega
  have hpi : (π : ℂ) ≠ 0 := by exact_mod_cast Real.pi_ne_zero
  have hint : ∀ k : ℝ, exp (I * k * R) • exp (I * k / 2) = exp (I * (R + 1 / 2) * k) := by
    intro k
    rw [smul_eq_mul, ← Complex.exp_add]
    congr 1
    ring
  -- the combined phase picks up a sign across the zone
  have e1 : exp (I * (R + 1 / 2) * (2 * π : ℝ)) = -1 := by
    rw [show I * ((R : ℂ) + 1 / 2) * ((2 * π : ℝ) : ℂ) = R * (2 * π * I) + π * I by
      push_cast; ring, Complex.exp_add, Complex.exp_int_mul_two_pi_mul_I,
      Complex.exp_pi_mul_I, one_mul]
  have key : ∀ s : ℂ, s ≠ 0 →
      (((2 * π)⁻¹ : ℝ) : ℂ) * ((-1 - 1) / (I * s)) = I / (π * s) := by
    intro s h
    have h1 : (-1 - 1) / (I * s) = 2 * I / s := by
      rw [div_eq_div_iff (mul_ne_zero Complex.I_ne_zero h) h]
      linear_combination (-2 * s) * Complex.I_mul_I
    rw [h1]
    push_cast
    field_simp
  unfold wannier
  simp only [hint]
  rw [integral_exp_mul_complex (mul_ne_zero Complex.I_ne_zero hs), e1, Complex.ofReal_zero,
    mul_zero, Complex.exp_zero, smul_eq_mul]
  exact key _ hs

end WannierDecay
```

```lean
#print axioms WannierDecay.wannier_iteratedDeriv
#print axioms WannierDecay.wannier_decay_smooth
#print axioms WannierDecay.wannier_decay_sharp
#print axioms WannierDecay.wannier_half_twist
```

```
'WannierDecay.wannier_iteratedDeriv' depends on axioms: [propext, Classical.choice, Quot.sound]
'WannierDecay.wannier_decay_smooth' depends on axioms: [propext, Classical.choice, Quot.sound]
'WannierDecay.wannier_decay_sharp' depends on axioms: [propext, Classical.choice, Quot.sound]
'WannierDecay.wannier_half_twist' depends on axioms: [propext, Classical.choice, Quot.sound]
```
